# In a two-atom charge-equilibration model with positive total hardness, atoms of different electronegativity stay charged at dissociation

The energy is taken as a function of two independent real charges, and neutrality is imposed afterwards by setting them to $q$ and $-q$. The atoms interact as point charges at every distance, with no short-range damping, and the electronegativities $\chi_1,\chi_2$ and hardnesses $J_1,J_2$ don't depend on the separation $r$, except in the last theorem, where the electronegativities are scaled by a factor that depends on $r$.

```lean
import Mathlib

open Filter Topology

namespace ChargeEquilibrationDissociation

noncomputable section
```

This loads Mathlib and opens its notation for limits.

```lean
/-- Charge-equilibration energy of two atoms with charges `q₁`, `q₂`, electronegativities `χ₁`, `χ₂`,
hardnesses `J₁`, `J₂` and a point-charge Coulomb interaction at distance `r` (atomic units). -/
def qeqEnergy (χ₁ χ₂ J₁ J₂ r q₁ q₂ : ℝ) : ℝ :=
  χ₁ * q₁ + χ₂ * q₂ + J₁ * q₁ ^ 2 / 2 + J₂ * q₂ ^ 2 / 2 + q₁ * q₂ / r
```

In ordinary notation, and in atomic units,
$$E(q_1,q_2)=\chi_1q_1+\chi_2q_2+\tfrac12J_1q_1^2+\tfrac12J_2q_2^2+\frac{q_1q_2}{r}.$$
All arguments are real numbers (`ℝ`); conditions such as $r>0$ appear later, as hypotheses of theorems.

```lean
/-- Energy of the neutral pair when atom 1 carries the charge `q` and atom 2 the charge `-q`. -/
def transferEnergy (χ₁ χ₂ J₁ J₂ r q : ℝ) : ℝ :=
  qeqEnergy χ₁ χ₂ J₁ J₂ r q (-q)
```

This is the energy of the neutral pair, $E(q)=E(q,-q)$.

```lean
/-- The candidate for the equilibrium charge on atom 1 at distance `r`. -/
def equilibriumCharge (χ₁ χ₂ J₁ J₂ r : ℝ) : ℝ :=
  (χ₂ - χ₁) / (J₁ + J₂ - 2 / r)
```

Write $k=J_1+J_2-2/r$. The definition names the candidate $q^*=(\chi_2-\chi_1)/k$; that it minimises the energy of the neutral pair when $r>0$ and $k>0$ is proved below.

```lean
variable {χ₁ χ₂ J₁ J₂ r : ℝ}

/-- The energy of the neutral pair as a quadratic function of the transferred charge. -/
theorem transferEnergy_eq (q : ℝ) :
    transferEnergy χ₁ χ₂ J₁ J₂ r q
      = (χ₁ - χ₂) * q + (J₁ + J₂) * q ^ 2 / 2 - q ^ 2 / r := by
  simp only [transferEnergy, qeqEnergy]
  ring
```

Substituting $q_2=-q$ makes the Coulomb term $-q^2/r$, so
$$E(q)=(\chi_1-\chi_2)q+\tfrac12(J_1+J_2)q^2-\frac{q^2}{r}=(\chi_1-\chi_2)q+\tfrac12kq^2.$$
In Lean, `simp only` unfolds the definitions and `ring` does the algebra.

```lean
/-- Electronegativity equalisation: if `J₁ + J₂ - 2 / r ≠ 0`, then at the equilibrium charge the
derivatives of the energy with respect to the two atomic charges agree. -/
theorem electronegativity_equalised (hk : J₁ + J₂ - 2 / r ≠ 0) :
    χ₁ + J₁ * equilibriumCharge χ₁ χ₂ J₁ J₂ r - equilibriumCharge χ₁ χ₂ J₁ J₂ r / r
      = χ₂ - J₂ * equilibriumCharge χ₁ χ₂ J₁ J₂ r + equilibriumCharge χ₁ χ₂ J₁ J₂ r / r := by
  have h : equilibriumCharge χ₁ χ₂ J₁ J₂ r * (J₁ + J₂ - 2 / r) = χ₂ - χ₁ := by
    unfold equilibriumCharge
    exact div_mul_cancel₀ _ hk
  linear_combination h
```

The derivatives of the energy with respect to the charges are $\partial E/\partial q_1=\chi_1+J_1q_1+q_2/r$ and $\partial E/\partial q_2=\chi_2+J_2q_2+q_1/r$. At $(q^*,-q^*)$ their difference is $\chi_1-\chi_2+kq^*=0$. The theorem states this equality with the derivatives already written out. The hypothesis `hk` says $k\neq0$, which gives $q^*k=\chi_2-\chi_1$; `linear_combination h` then checks that the goal follows from this equation by algebra.

```lean
/-- For `(J₁ + J₂) r > 2` a transferred charge minimises the energy of the neutral pair exactly when
it is the equilibrium charge. -/
theorem isMinimiser_iff (hr : 0 < r) (h : 2 < (J₁ + J₂) * r) (q : ℝ) :
    (∀ x, transferEnergy χ₁ χ₂ J₁ J₂ r q ≤ transferEnergy χ₁ χ₂ J₁ J₂ r x)
      ↔ q = equilibriumCharge χ₁ χ₂ J₁ J₂ r := by
  have hk : 0 < J₁ + J₂ - 2 / r := sub_pos.2 ((div_lt_iff₀ hr).2 h)
  have he := electronegativity_equalised (χ₁ := χ₁) (χ₂ := χ₂) hk.ne'
  -- complete the square around the equilibrium charge
  have hsq : ∀ x, transferEnergy χ₁ χ₂ J₁ J₂ r x
      = transferEnergy χ₁ χ₂ J₁ J₂ r (equilibriumCharge χ₁ χ₂ J₁ J₂ r)
        + (J₁ + J₂ - 2 / r) / 2 * (x - equilibriumCharge χ₁ χ₂ J₁ J₂ r) ^ 2 := by
    intro x
    rw [transferEnergy_eq, transferEnergy_eq]
    linear_combination (x - equilibriumCharge χ₁ χ₂ J₁ J₂ r) * he
  constructor
  · intro hmin
    by_contra hne
    have hpos : 0 < (q - equilibriumCharge χ₁ χ₂ J₁ J₂ r) ^ 2 :=
      pow_pos_of_ne (sub_ne_zero.2 hne)
    have h1 := mul_pos (half_pos hk) hpos
    have h2 := hmin (equilibriumCharge χ₁ χ₂ J₁ J₂ r)
    have h3 := hsq q
    linarith
  · intro hq x
    rw [hq, hsq x]
    have h1 := mul_nonneg (half_pos hk).le
      (sq_nonneg (x - equilibriumCharge χ₁ χ₂ J₁ J₂ r))
    linarith
where
  pow_pos_of_ne {y : ℝ} (hy : y ≠ 0) : 0 < y ^ 2 := by positivity
```

For $r>0$, the hypothesis $2<(J_1+J_2)r$ is the same as $k>0$. Since $\chi_1-\chi_2=-kq^*$, completing the square gives
$$E(x)=\tfrac12kx^2-kq^*x=E(q^*)+\tfrac12k(x-q^*)^2.$$
This is `hsq`. The last term is never negative, so $q^*$ is a minimiser; it is positive for $x\ne q^*$, so there is no other. The two bullets prove the two directions of `↔`, the first one by contradiction.

```lean
/-- For `(J₁ + J₂) r < 2` the energy of the neutral pair is unbounded below. -/
theorem unbounded_at_short_range (hr : 0 < r) (h : (J₁ + J₂) * r < 2) (B : ℝ) :
    ∃ q, transferEnergy χ₁ χ₂ J₁ J₂ r q < B := by
  by_contra hcon
  have hall : ∀ q, B ≤ transferEnergy χ₁ χ₂ J₁ J₂ r q :=
    fun q => not_lt.1 fun hq => hcon ⟨q, hq⟩
  obtain ⟨c, hc⟩ : ∃ c, c = (2 / r - (J₁ + J₂)) / 2 := ⟨_, rfl⟩
  have hcpos : 0 < c := by
    have h1 : J₁ + J₂ < 2 / r := (lt_div_iff₀ hr).2 h
    rw [hc]
    linarith
  obtain ⟨q, hq1, hqB⟩ : ∃ q : ℝ, 1 ≤ q ∧ |B| < c * q := by
    have h0 : 0 ≤ |B| / c := by positivity
    have h1 : c * (|B| / c) = |B| := by field_simp
    refine ⟨|B| / c + 1, by linarith, ?_⟩
    rw [mul_add, h1]
    linarith
  -- the linear term cancels between opposite charge transfers
  have hsum : transferEnergy χ₁ χ₂ J₁ J₂ r q + transferEnergy χ₁ χ₂ J₁ J₂ r (-q)
      = -2 * (c * q ^ 2) := by
    rw [transferEnergy_eq, transferEnergy_eq, hc]
    ring
  have hgrow : c * q ≤ c * q ^ 2 :=
    mul_le_mul_of_nonneg_left (by nlinarith) hcpos.le
  linarith [hall q, hall (-q), neg_abs_le B]
```

When $r>0$ and $(J_1+J_2)r<2$, the attraction outweighs the hardness. Put $c=-k/2>0$. The linear terms cancel in
$$E(q)+E(-q)=-2cq^2.$$
If $E$ never fell below $B$, the left side would be at least $2B$. But $q=|B|/c+1$ satisfies $q\ge1$ and $cq^2\ge cq>|B|\ge-B$, so the right side is below $2B$, a contradiction. The borderline $(J_1+J_2)r=2$ is not treated.

```lean
/-- For `J₁ + J₂ > 0`, the equilibrium charge tends to `(χ₂ - χ₁) / (J₁ + J₂)` as the atoms
separate. -/
theorem tendsto_equilibriumCharge (hJ : 0 < J₁ + J₂) :
    Tendsto (fun r => equilibriumCharge χ₁ χ₂ J₁ J₂ r) atTop
      (𝓝 ((χ₂ - χ₁) / (J₁ + J₂))) := by
  have h0 : Tendsto (fun r : ℝ => 2 / r) atTop (𝓝 0) :=
    tendsto_const_nhds.div_atTop tendsto_id
  have h1 : Tendsto (fun r : ℝ => J₁ + J₂ - 2 / r) atTop (𝓝 (J₁ + J₂ - 0)) :=
    tendsto_const_nhds.sub h0
  rw [sub_zero] at h1
  have h2 : Tendsto (fun r : ℝ => (χ₂ - χ₁) / (J₁ + J₂ - 2 / r)) atTop
      (𝓝 ((χ₂ - χ₁) / (J₁ + J₂))) := tendsto_const_nhds.div h1 hJ.ne'
  exact h2
```

`Tendsto … atTop (𝓝 a)` reads "tends to $a$ as $r\to\infty$". Here $2/r\to0$, so the denominator tends to $J_1+J_2$. As that is nonzero, the quotient converges to $(\chi_2-\chi_1)/(J_1+J_2)$.

```lean
/-- For `J₁ + J₂ > 0`, the stability condition `(J₁ + J₂) r > 2` holds at large enough separation.
-/
theorem eventually_stable (hJ : 0 < J₁ + J₂) :
    ∀ᶠ r : ℝ in atTop, 0 < r ∧ 2 < (J₁ + J₂) * r := by
  filter_upwards [eventually_gt_atTop (0 : ℝ), eventually_gt_atTop (2 / (J₁ + J₂))] with r hr h
  rw [div_lt_iff₀ hJ] at h
  exact ⟨hr, by linarith⟩
```

`∀ᶠ r in atTop` means "for all sufficiently large $r$". Any $r$ above both $0$ and $2/(J_1+J_2)$ will do.

```lean
/-- Failure of charge equilibration at dissociation: for atoms of different electronegativity, charges
that minimise the energy at each large distance tend to a nonzero value as the distance grows. -/
theorem charge_survives_dissociation (hχ : χ₁ ≠ χ₂) (hJ : 0 < J₁ + J₂) (q : ℝ → ℝ)
    (hq : ∀ᶠ r in atTop, ∀ x,
      transferEnergy χ₁ χ₂ J₁ J₂ r (q r) ≤ transferEnergy χ₁ χ₂ J₁ J₂ r x) :
    Tendsto q atTop (𝓝 ((χ₂ - χ₁) / (J₁ + J₂))) ∧ (χ₂ - χ₁) / (J₁ + J₂) ≠ 0 := by
  refine ⟨(tendsto_equilibriumCharge hJ).congr' ?_,
    div_ne_zero (sub_ne_zero.2 hχ.symm) hJ.ne'⟩
  -- far out, the minimiser is unique and equals the equilibrium charge
  filter_upwards [hq, eventually_stable hJ] with r hmin hs
  exact ((isMinimiser_iff hs.1 hs.2 (q r)).1 hmin).symm
```

Here `q` is any function assigning a charge to each distance, and `hq` says that `q r` minimises the energy once $r$ is large. The condition $J_1+J_2>0$ means that transferring charge between distant atoms has a growing quadratic cost. By the two preceding results and `isMinimiser_iff`, `q r` eventually equals $q^*$ and so has the same limit, which is nonzero because $\chi_1\ne\chi_2$.

This limit varies continuously with the parameters, whereas isolated atoms carry integer charges. For fluctuating-charge simulations, this two-atom point-charge model shows how spurious charge transfer can persist between distant fragments when only the total charge is fixed.

```lean
/-- For atoms of different electronegativity with `J₁ + J₂ > 0`, the energy at the equilibrium
charge tends to `-(χ₂ - χ₁)² / (2 (J₁ + J₂))` as the atoms separate, and this limit is negative. -/
theorem dissociation_energy_limit (hχ : χ₁ ≠ χ₂) (hJ : 0 < J₁ + J₂) :
    Tendsto (fun r => transferEnergy χ₁ χ₂ J₁ J₂ r (equilibriumCharge χ₁ χ₂ J₁ J₂ r)) atTop
      (𝓝 (-((χ₂ - χ₁) ^ 2 / (2 * (J₁ + J₂))))) ∧
    -((χ₂ - χ₁) ^ 2 / (2 * (J₁ + J₂))) < 0 := by
  constructor
  · have hlim := (tendsto_equilibriumCharge (χ₁ := χ₁) (χ₂ := χ₂) hJ).const_mul ((χ₁ - χ₂) / 2)
    have hval : (χ₁ - χ₂) / 2 * ((χ₂ - χ₁) / (J₁ + J₂))
        = -((χ₂ - χ₁) ^ 2 / (2 * (J₁ + J₂))) := by
      have hne := hJ.ne'
      field_simp
      ring
    rw [hval] at hlim
    refine hlim.congr' ?_
    -- at equilibrium the quadratic terms cancel half of the linear term
    filter_upwards [eventually_stable hJ] with r hs
    have hk : 0 < J₁ + J₂ - 2 / r := sub_pos.2 ((div_lt_iff₀ hs.1).2 hs.2)
    have he := electronegativity_equalised (χ₁ := χ₁) (χ₂ := χ₂) hk.ne'
    rw [transferEnergy_eq]
    linear_combination (-(equilibriumCharge χ₁ χ₂ J₁ J₂ r) / 2) * he
  · have hd : χ₂ - χ₁ ≠ 0 := sub_ne_zero.2 hχ.symm
    have hpos : 0 < (χ₂ - χ₁) ^ 2 / (2 * (J₁ + J₂)) := by positivity
    linarith
```

Because $kq^*=\chi_2-\chi_1$, the quadratic part cancels half the linear part:
$$E(q^*)=\tfrac12(\chi_1-\chi_2)q^*\;\to\;-\frac{(\chi_2-\chi_1)^2}{2(J_1+J_2)}<0.$$
Neutral atoms have $E(0)=0$, so the model favours the charged pair even at infinite separation.

```lean
/-- If `J₁ + J₂ > 0` and both electronegativities are multiplied by a factor `s r` that tends to
zero at large distance, the equilibrium charge tends to zero as the atoms separate. -/
theorem attenuated_charge_vanishes (hJ : 0 < J₁ + J₂) {s : ℝ → ℝ}
    (hs : Tendsto s atTop (𝓝 0)) :
    Tendsto (fun r => equilibriumCharge (s r * χ₁) (s r * χ₂) J₁ J₂ r) atTop (𝓝 0) := by
  have h := hs.mul (tendsto_equilibriumCharge (χ₁ := χ₁) (χ₂ := χ₂) hJ)
  rw [zero_mul] at h
  refine h.congr fun r => ?_
  unfold equilibriumCharge
  ring

end

end ChargeEquilibrationDissociation
```

Suppose both electronegativities are multiplied by $s(r)\to0$, a postulated attenuation standing for a drive to transfer charge that fades as the atoms part. The equilibrium charge becomes $s(r)\,q^*$, a product of a vanishing factor and a convergent one, so it tends to zero. The theorem leaves the form of $s$ open.

```lean
#print axioms ChargeEquilibrationDissociation.unbounded_at_short_range
#print axioms ChargeEquilibrationDissociation.charge_survives_dissociation
#print axioms ChargeEquilibrationDissociation.dissociation_energy_limit
#print axioms ChargeEquilibrationDissociation.attenuated_charge_vanishes
```

```
'ChargeEquilibrationDissociation.unbounded_at_short_range' depends on axioms: [propext, Classical.choice, Quot.sound]
'ChargeEquilibrationDissociation.charge_survives_dissociation' depends on axioms: [propext, Classical.choice, Quot.sound]
'ChargeEquilibrationDissociation.dissociation_energy_limit' depends on axioms: [propext, Classical.choice, Quot.sound]
'ChargeEquilibrationDissociation.attenuated_charge_vanishes' depends on axioms: [propext, Classical.choice, Quot.sound]
```
